# A commutator formula for the first-order amplitude of a transition forbidden by commutation with \(H_0\)

An atom with two electrons in an open \(p\) shell has a \(^1D_2\) level above its \(^3P\) levels. Radiation can connect \(^1D_2\) to \(^3P_2\) through the magnetic dipole (M1) operator, which in the long-wavelength limit is proportional to \(\mathbf L+2\mathbf S\). This operator commutes with the non-relativistic Hamiltonian, electron repulsion included, so without relativity the amplitude is zero. Spin-orbit coupling mixes the levels and makes the line possible. How large is the amplitude to first order in that coupling?

## The two perturbation sums reduce to one commutator

Let \(H_0\) act on a finite-dimensional state space and have an orthonormal eigenbasis \(|n\rangle\) with real energies \(E_n\). Let \(M\) be the transition operator, with \(MH_0=H_0M\), and let \(V\) be the perturbation, which enters as \(H_0+gV\) with a real strength \(g\). For relativistic corrections, \(g\) stands for the small factor \(\alpha^2\), where \(\alpha\) is the fine-structure constant. Write \(A_{fn}=\langle f|A|n\rangle\) for any operator \(A\), and take an initial state \(i\) and a final state \(f\) with \(E_f\neq E_i\).

The selection rule comes first. Expanding a state \(y\) in the basis gives \(H_0y=\sum_n E_n\langle n|y\rangle|n\rangle\), hence \(\langle f|H_0y\rangle=E_f\langle f|y\rangle\). With \(y=M|i\rangle\),
\[
E_fM_{fi}=\langle f|H_0M|i\rangle=\langle f|MH_0|i\rangle=E_iM_{fi},
\]
so \((E_i-E_f)M_{fi}=0\) and \(M_{fi}=0\).

Correcting the ket and the bra to first order and collecting the terms linear in \(g\) gives the coefficient
\[
T_{fi}=\sum_{E_n\neq E_i}\frac{M_{fn}V_{ni}}{E_i-E_n}+\sum_{E_n\neq E_f}\frac{V_{fn}M_{ni}}{E_f-E_n}.
\]
If levels are degenerate, this reading presumes zeroth-order states adapted to \(V\), such as states of definite \(J\) for spin-orbit coupling.

In the first sum, the selection rule removes every \(n\) with \(E_n\neq E_f\). The surviving states have \(E_n=E_f\neq E_i\), so all of them belong to the sum and share the denominator \(E_i-E_f\). The numerators may then be summed over all \(n\), because the added terms vanish, and completeness gives \((MV)_{fi}/(E_i-E_f)\). In the second sum only states with \(E_n=E_i\) survive, and the result is \((VM)_{fi}/(E_f-E_i)\). Together,
\[
T_{fi}=\frac{(MV)_{fi}-(VM)_{fi}}{E_i-E_f}=\frac{[M,V]_{fi}}{E_i-E_f}.
\]
If the basis states are also eigenstates of \(M\), with eigenvalues \(m_n\), the numerator is \((m_f-m_i)V_{fi}\).

## The \(^1D_2\)–\(^3P_2\) line to first order in spin-orbit coupling

Let \(i\) be a \(^1D_2\) state and \(f\) the \(^3P_2\) state with the same magnetic quantum number. Take \(M=L_z+2S_z\) in units of \(\hbar\), and a finite configuration space made of complete \(LS\) multiplets, so that \(M\) commutes with the projected \(H_0\). Spin-orbit coupling is a scalar and connects only states with equal \(J\) and equal magnetic quantum number \(m_J\), while \(M\) does not leave an \(LS\) term. Only the diagonal elements of \(M\) therefore enter the commutator. They are \(\tfrac32m_J\) for \(^3P_2\) and \(m_J\) for \(^1D_2\), by the Landé factors, and
\[
T_{fi}=\frac{m_J}{2}\,\frac{V_{fi}}{E_i-E_f}.
\]
One spin-orbit matrix element and one term separation suffice; no sum over excited configurations remains.

The model keeps \(M\) fixed. In a real atom the transition operator also acquires relativistic and retardation corrections, which must be added at the same order in \(\alpha\).

## Distinct states with equal energies

It is not enough that \(f\) and \(i\) be different states. Take \(H_0=0\) on two states, \(M=\sigma_x\) and \(V=\sigma_z\). Then \(M\) commutes with \(H_0\), but \(M_{fi}=1\) for \(f=0\), \(i=1\). The commutator identity fails as well: \((E_i-E_f)T_{fi}=0\), whereas \([M,V]_{fi}=-2\).

## Exact eigenstates and the order in \(g\)

Let \(H_0\) and \(V\) be Hermitian, and let \(\psi_f,\psi_i\) be eigenvectors of \(H=H_0+gV\) with energies \(e_f,e_i\). Letting \(H\) act to the right and to the left gives
\[
(e_i-e_f)\langle\psi_f|M\psi_i\rangle=\langle\psi_f|[M,H]\psi_i\rangle=g\langle\psi_f|[M,V]\psi_i\rangle,
\]
since \([M,H_0]=0\). For normalised states with \(e_i\neq e_f\), and a constant \(K\) with \(\|[M,V]x\|\le K\|x\|\) for all \(x\), the Cauchy–Schwarz inequality yields
\[
|\langle\psi_f|M\psi_i\rangle|\le\frac{|g|K}{|e_i-e_f|}.
\]
The energies depend on \(g\). As long as their separation stays away from zero when \(g\to0\), the amplitude is at most of order \(g\). This is the sense in which a forbidden M1 amplitude, with \(M\) held fixed, is at most of relativistic order.

## Matrix elements and the amplitude in Lean

The state space is called `W`, and the finite type `ι` labels the basis states.

```lean
import Mathlib

open scoped InnerProductSpace

namespace ForbiddenAmplitude

noncomputable section

variable {ι W : Type*} [Fintype ι] [NormedAddCommGroup W] [InnerProductSpace ℂ W]
```

An `OrthonormalBasis ι ℂ W` supplies the kets \(|n\rangle\) as `b n`, which makes `W` finite-dimensional wherever such a basis appears. Operators are linear maps from `W` to itself, of type `Module.End ℂ W`. The inner product is conjugate-linear in its first argument, as in Dirac notation.

```lean
/-- The matrix element `⟨f|A|n⟩` of an operator between two states of an orthonormal basis. -/
def matEl (b : OrthonormalBasis ι ℂ W) (A : Module.End ℂ W) (f n : ι) : ℂ :=
  ⟪b f, A (b n)⟫_ℂ
```

The amplitude \(T_{fi}\) is defined by its two sums, not by the commutator. The energies \(E_n\) are the real numbers `ε n`, and the condition after `with` selects the nonzero denominators. Degenerate levels are allowed.

```lean
/-- The first-order transition amplitude of `M` from `i` to `f` under the perturbation `V`:
the sums over intermediate states run over nonzero energy denominators only. -/
def firstOrderAmplitude (b : OrthonormalBasis ι ℂ W) (ε : ι → ℝ) (M V : Module.End ℂ W)
    (f i : ι) : ℂ :=
  ∑ n with ε n ≠ ε i, matEl b M f n * matEl b V n i / ((ε i : ℂ) - ε n) +
  ∑ n with ε n ≠ ε f, matEl b V f n * matEl b M n i / ((ε f : ℂ) - ε n)
```

The next definition turns a matrix into an operator and serves only the numerical example at the end.

```lean
/-- The operator whose matrix in the orthonormal basis `b` is `A`. -/
def ofMatrix [DecidableEq ι] (b : OrthonormalBasis ι ℂ W) (A : Matrix ι ι ℂ) :
    Module.End ℂ W :=
  Matrix.toLinAlgEquiv b.toBasis A
```

## Completeness and eigenbras

The first lemma expands \(y\) in the basis and moves \(A\) inside the sum by linearity.

```lean
/-- An operator acts on any state through its action on the basis states. -/
theorem apply_expand (b : OrthonormalBasis ι ℂ W) (A : Module.End ℂ W) (y : W) :
    A y = ∑ n, ⟪b n, y⟫_ℂ • A (b n) := by
  conv_lhs => rw [← b.sum_repr' y]
  simp only [map_sum, map_smul]
```

Inserting this expansion into \(\langle f|Dy\rangle\) leaves one term by orthonormality. The eigenvalues `μ` may be complex, so the lemma serves both \(H_0\) and a diagonal \(M\).

```lean
/-- If every state of an orthonormal basis is an eigenstate of `D`, then each basis bra is a
left eigenvector of `D` with the same eigenvalue. -/
theorem bra_eigen (b : OrthonormalBasis ι ℂ W) {D : Module.End ℂ W} {μ : ι → ℂ}
    (hD : ∀ n, D (b n) = μ n • b n) (f : ι) (y : W) :
    ⟪b f, D y⟫_ℂ = μ f * ⟪b f, y⟫_ℂ := by
  classical
  rw [apply_expand b D y, inner_sum]
  simp only [hD, inner_smul_right, orthonormal_iff_ite.mp b.orthonormal, mul_ite, mul_one,
    mul_zero, Finset.sum_ite_eq, Finset.mem_univ, if_true]
  ring
```

The same expansion, applied to \(B|i\rangle\), gives the sum over intermediate states for a product.

```lean
/-- Completeness: the matrix element of a product is a sum over intermediate states. -/
theorem matEl_mul (b : OrthonormalBasis ι ℂ W) (A B : Module.End ℂ W) (f i : ι) :
    matEl b (A * B) f i = ∑ n, matEl b A f n * matEl b B n i := by
  simp only [matEl, Module.End.mul_apply]
  rw [apply_expand b A (B (b i)), inner_sum]
  refine Finset.sum_congr rfl fun n _ => ?_
  rw [inner_smul_right, mul_comm]
```

## The selection rule and the commutator identity

Here `hH` says that the basis states are eigenstates of \(H_0\), and `hM` says that \(M\) commutes with it. Hermiticity of \(H_0\) needs no separate assumption, because it follows from the orthonormal eigenbasis with real energies. In the proof, `h1` lets \(H_0\) act on the bra and `h2` lets it act on the ket through \(M\). Their difference is `h3`, the product \((E_i-E_f)M_{fi}=0\), from which the nonzero factor is removed.

```lean
/-- Selection rule: if the states of an orthonormal basis are eigenstates of `H₀` with real
energies, an operator that commutes with `H₀` has no matrix element between basis states of
different energy. -/
theorem selection_rule (b : OrthonormalBasis ι ℂ W) {ε : ι → ℝ} {H₀ M : Module.End ℂ W}
    (hH : ∀ n, H₀ (b n) = (ε n : ℂ) • b n) (hM : Commute M H₀) {f i : ι}
    (hfi : ε f ≠ ε i) : matEl b M f i = 0 := by
  have h1 : ⟪b f, H₀ (M (b i))⟫_ℂ = (ε f : ℂ) * ⟪b f, M (b i)⟫_ℂ :=
    bra_eigen b (μ := fun n => (ε n : ℂ)) hH f (M (b i))
  have h2 : H₀ (M (b i)) = (ε i : ℂ) • M (b i) := by
    have h := LinearMap.congr_fun hM.eq (b i)
    simp only [Module.End.mul_apply, hH, map_smul] at h
    exact h.symm
  rw [h2, inner_smul_right] at h1
  have h3 : ((ε i : ℂ) - ε f) * ⟪b f, M (b i)⟫_ℂ = 0 := by linear_combination h1
  exact (mul_eq_zero.mp h3).resolve_left (sub_ne_zero.mpr (by exact_mod_cast hfi.symm))
```

The main theorem states both that \(M_{fi}=0\) and that \((E_i-E_f)T_{fi}=[M,V]_{fi}\). Since the energies differ, the second part is equivalent to the quotient formula. The operator \(V\) is arbitrary; it has to be Hermitian only for the bra correction in \(T_{fi}\) to be the adjoint of a ket correction.

The steps `h1` and `h2` inside the proof evaluate the two sums. Each replaces the restricted sum by a sum over all \(n\) and compares it term by term with the product from `matEl_mul`. The case split `by_cases` separates the surviving states, whose denominator is the common one, from those removed by the selection rule. Then `h3` splits the commutator, and the last lines combine the fractions.

```lean
/-- Let the states of an orthonormal basis be eigenstates of `H₀` with real energies. If `M`
commutes with `H₀` and the energies of the basis states `f` and `i` differ, the zeroth-order
amplitude vanishes, and the first-order amplitude times `E_i - E_f` is the matrix element of
`[M, V]`. -/
theorem forbidden_amplitude (b : OrthonormalBasis ι ℂ W) {ε : ι → ℝ} {H₀ M : Module.End ℂ W}
    (hH : ∀ n, H₀ (b n) = (ε n : ℂ) • b n) (hM : Commute M H₀) (V : Module.End ℂ W)
    {f i : ι} (hfi : ε f ≠ ε i) :
    matEl b M f i = 0 ∧
    ((ε i : ℂ) - ε f) * firstOrderAmplitude b ε M V f i = matEl b (M * V - V * M) f i := by
  refine ⟨selection_rule b hH hM hfi, ?_⟩
  have hne : (ε i : ℂ) - ε f ≠ 0 := sub_ne_zero.mpr (by exact_mod_cast hfi.symm)
  -- in the first sum only states degenerate with `f` survive
  have h1 : ∑ n with ε n ≠ ε i, matEl b M f n * matEl b V n i / ((ε i : ℂ) - ε n)
      = matEl b (M * V) f i / ((ε i : ℂ) - ε f) := by
    rw [Finset.sum_filter, matEl_mul, Finset.sum_div]
    refine Finset.sum_congr rfl fun n _ => ?_
    by_cases hn : ε f = ε n
    · have hni : ε n ≠ ε i := hn ▸ hfi
      rw [if_pos hni, hn]
    · simp [selection_rule b hH hM hn]
  -- in the second sum only states degenerate with `i` survive
  have h2 : ∑ n with ε n ≠ ε f, matEl b V f n * matEl b M n i / ((ε f : ℂ) - ε n)
      = matEl b (V * M) f i / ((ε f : ℂ) - ε i) := by
    rw [Finset.sum_filter, matEl_mul, Finset.sum_div]
    refine Finset.sum_congr rfl fun n _ => ?_
    by_cases hn : ε n = ε i
    · have hnf : ε n ≠ ε f := fun h => hfi (h.symm.trans hn)
      rw [if_pos hnf, hn]
    · simp [selection_rule b hH hM hn]
  have h3 : matEl b (M * V - V * M) f i = matEl b (M * V) f i - matEl b (V * M) f i := by
    simp only [matEl, LinearMap.sub_apply, inner_sub_right]
  rw [firstOrderAmplitude, h1, h2, h3, ← neg_sub (ε i : ℂ) (ε f : ℂ), div_neg]
  field_simp
  ring
```

When the basis also diagonalises \(M\), commutation with \(H_0\) need not be assumed: `hc` checks it on each basis state. The eigenvalues `m n` then come out of the commutator on the left and on the right.

```lean
/-- If the states of an orthonormal basis are eigenstates of `H₀`, with real energies, and of `M`,
with eigenvalues `m`, and the energies of `f` and `i` differ, the first-order amplitude times
`E_i - E_f` is `(m_f - m_i) V_fi`. -/
theorem forbidden_amplitude_diagonal (b : OrthonormalBasis ι ℂ W) {ε : ι → ℝ} {m : ι → ℂ}
    {H₀ M : Module.End ℂ W} (hH : ∀ n, H₀ (b n) = (ε n : ℂ) • b n)
    (hM : ∀ n, M (b n) = m n • b n) (V : Module.End ℂ W) {f i : ι} (hfi : ε f ≠ ε i) :
    ((ε i : ℂ) - ε f) * firstOrderAmplitude b ε M V f i = (m f - m i) * matEl b V f i := by
  have hc : Commute M H₀ := b.toBasis.ext fun n => by
    simp only [OrthonormalBasis.coe_toBasis, Module.End.mul_apply, hH, hM, map_smul]
    exact smul_comm _ _ _
  rw [(forbidden_amplitude b hH hc V hfi).2]
  simp only [matEl, LinearMap.sub_apply, Module.End.mul_apply, inner_sub_right]
  rw [bra_eigen b hM, hM, map_smul, inner_smul_right]
  ring
```

## The identity for perturbed eigenvectors

The next two theorems use no basis, so `W` may be infinite-dimensional, but the operators must be defined on all of it. This excludes a direct application to the unbounded atomic Hamiltonian on its full Hilbert space. Hermiticity is expressed by `LinearMap.IsSymmetric`. The vectors need not be normalised in the identity, since both sides scale alike.

In the proof, `h1` applies \(M\) to the eigenvalue equation of \(\psi_i\) and takes the inner product with \(\psi_f\), while `h2` pairs the equation of \(\psi_f\) with \(M\psi_i\). Subtracting them cancels the \(H_0\) terms.

```lean
/-- For eigenvectors of `H₀ + g V`, with `H₀` and `V` Hermitian and `M` commuting with `H₀`, the
amplitude of `M` times the energy difference is exactly `g` times that of `[M, V]`. -/
theorem exact_amplitude {H₀ M V : Module.End ℂ W} (hH : LinearMap.IsSymmetric H₀)
    (hV : LinearMap.IsSymmetric V) (hM : Commute M H₀) {g ef ei : ℝ} {ψf ψi : W}
    (hf : (H₀ + (g : ℂ) • V) ψf = (ef : ℂ) • ψf)
    (hi : (H₀ + (g : ℂ) • V) ψi = (ei : ℂ) • ψi) :
    ((ei : ℂ) - ef) * ⟪ψf, M ψi⟫_ℂ = g * ⟪ψf, (M * V - V * M) ψi⟫_ℂ := by
  have h1 := congrArg (fun x => ⟪ψf, M x⟫_ℂ) hi
  have h2 := congrArg (fun x => ⟪x, M ψi⟫_ℂ) hf
  have hc : M (H₀ ψi) = H₀ (M ψi) := LinearMap.congr_fun hM.eq ψi
  simp only [LinearMap.add_apply, LinearMap.smul_apply, map_add, map_smul, inner_add_right,
    inner_smul_right, hc] at h1
  simp only [LinearMap.add_apply, LinearMap.smul_apply, inner_add_left, inner_smul_left,
    Complex.conj_ofReal, hH ψf (M ψi), hV ψf (M ψi)] at h2
  simp only [LinearMap.sub_apply, Module.End.mul_apply, inner_sub_right]
  linear_combination h2 - h1
```

For the bound, `h` is the norm of this identity, `hcs` is the Cauchy–Schwarz inequality, and `hk` inserts the constant \(K\).

```lean
/-- Between normalised eigenvectors of `H₀ + g V` with different energies, `H₀` and `V` Hermitian
and `M` commuting with `H₀`, the amplitude of `M` is at most `|g| K / |e_i - e_f|`, where `K`
bounds the commutator `[M, V]`. -/
theorem exact_amplitude_bound {H₀ M V : Module.End ℂ W} (hH : LinearMap.IsSymmetric H₀)
    (hV : LinearMap.IsSymmetric V) (hM : Commute M H₀) {g ef ei K : ℝ} {ψf ψi : W}
    (hf : (H₀ + (g : ℂ) • V) ψf = (ef : ℂ) • ψf)
    (hi : (H₀ + (g : ℂ) • V) ψi = (ei : ℂ) • ψi)
    (nf : ‖ψf‖ = 1) (ni : ‖ψi‖ = 1) (hne : ei ≠ ef)
    (hK : ∀ x, ‖(M * V - V * M) x‖ ≤ K * ‖x‖) :
    ‖⟪ψf, M ψi⟫_ℂ‖ ≤ |g| * K / |ei - ef| := by
  have h := congrArg norm (exact_amplitude hH hV hM hf hi)
  simp only [norm_mul, ← Complex.ofReal_sub, Complex.norm_real, Real.norm_eq_abs] at h
  have hcs := norm_inner_le_norm (𝕜 := ℂ) ψf ((M * V - V * M) ψi)
  have hk := hK ψi
  rw [nf, one_mul] at hcs
  rw [ni, mul_one] at hk
  rw [le_div_iff₀ (abs_pos.mpr (sub_ne_zero.mpr hne)), mul_comm, h]
  exact mul_le_mul_of_nonneg_left (hcs.trans hk) (abs_nonneg g)
```

## A two-level system with first-order coefficient 2

Operators built from matrices return the entries of those matrices as their matrix elements.

```lean
/-- The matrix elements of the operator built from a matrix are the entries of that matrix. -/
theorem matEl_ofMatrix [DecidableEq ι] (b : OrthonormalBasis ι ℂ W) (A : Matrix ι ι ℂ)
    (f n : ι) : matEl b (ofMatrix b A) f n = A f n := by
  have h := Matrix.toLinAlgEquiv_self b.toBasis A n
  simp only [OrthonormalBasis.coe_toBasis] at h
  rw [matEl, ofMatrix, h, inner_sum]
  simp [inner_smul_right, orthonormal_iff_ite.mp b.orthonormal]
```

Now let \(E_0=0\), \(E_1=1\), \(M=\sigma_z\) and \(V=\sigma_x\), with \(i=1\) and \(f=0\). The diagonal formula gives \(T_{01}=(1-(-1))\cdot1/(1-0)=2\). This is the coefficient of \(g\), so the amplitude itself is \(2g\) to first order. The Lean proof verifies the eigenvalue equations and the commutation, and then obtains the same number from the main theorem by evaluating the commutator of the two matrices.

```lean
/-- A two-level system with energies 0 and 1, `M = σ_z` and `V = σ_x`: `M` commutes with `H₀`,
and the first-order amplitude from the upper to the lower level is 2. -/
theorem forbidden_amplitude_witness (b : OrthonormalBasis (Fin 2) ℂ W) :
    (∀ n, ofMatrix b !![0, 0; 0, 1] (b n) = ((![0, 1] n : ℝ) : ℂ) • b n) ∧
    Commute (ofMatrix b !![1, 0; 0, -1]) (ofMatrix b !![0, 0; 0, 1]) ∧
    firstOrderAmplitude b ![0, 1] (ofMatrix b !![1, 0; 0, -1]) (ofMatrix b !![0, 1; 1, 0]) 0 1
      = 2 := by
  have hH : ∀ n, ofMatrix b !![0, 0; 0, 1] (b n) = ((![0, 1] n : ℝ) : ℂ) • b n := by
    intro n
    have h := Matrix.toLinAlgEquiv_self b.toBasis !![0, 0; 0, 1] n
    simp only [OrthonormalBasis.coe_toBasis] at h
    rw [ofMatrix, h]
    fin_cases n <;> simp [Fin.sum_univ_succ]
  have hM : Commute (ofMatrix b !![1, 0; 0, -1]) (ofMatrix b !![0, 0; 0, 1]) := by
    change _ * _ = _ * _
    simp only [ofMatrix, ← map_mul]
    congr 1
    ext i j
    fin_cases i <;> fin_cases j <;> simp [Matrix.mul_apply, Fin.sum_univ_succ]
  refine ⟨hH, hM, ?_⟩
  have h := (forbidden_amplitude b hH hM (ofMatrix b !![0, 1; 1, 0])
    (f := 0) (i := 1) (by simp)).2
  -- the commutator of the two operators comes from the commutator of their matrices
  have hc : ofMatrix b !![1, 0; 0, -1] * ofMatrix b !![0, 1; 1, 0]
      - ofMatrix b !![0, 1; 1, 0] * ofMatrix b !![1, 0; 0, -1]
      = ofMatrix b (!![1, 0; 0, -1] * !![0, 1; 1, 0] - !![0, 1; 1, 0] * !![1, 0; 0, -1]) := by
    simp only [ofMatrix, map_sub, map_mul]
  rw [hc, matEl_ofMatrix] at h
  simpa [Matrix.mul_apply, Fin.sum_univ_succ, one_add_one_eq_two] using h

end

end ForbiddenAmplitude
```

```lean
#print axioms ForbiddenAmplitude.forbidden_amplitude
-- 'ForbiddenAmplitude.forbidden_amplitude' depends on axioms: [propext, Classical.choice, Quot.sound]
#print axioms ForbiddenAmplitude.forbidden_amplitude_diagonal
-- 'ForbiddenAmplitude.forbidden_amplitude_diagonal' depends on axioms: [propext, Classical.choice, Quot.sound]
#print axioms ForbiddenAmplitude.exact_amplitude_bound
-- 'ForbiddenAmplitude.exact_amplitude_bound' depends on axioms: [propext, Classical.choice, Quot.sound]
```
